# Linear mixing for a periodic convolution: convergence on mN sites implies convergence on N sites, but not conversely

A mixing parameter that worked in a small periodic cell may fail when it is carried over to a supercell. In the linear ring model below, convergence from every start passes from the supercell to the small cell, but it can fail in the other direction.

In Lean 4 with Mathlib:

```lean
import Mathlib

open Filter Topology

namespace LinearMixingOnRings

noncomputable section

/-- Periodic convolution of a density `x` on a ring of `N` sites with a finitely supported
kernel `c` on the integers; `N = 0` stands for the infinite chain. -/
def convolve (c : ℤ →₀ ℝ) {N : ℕ} (x : ZMod N → ℝ) (i : ZMod N) : ℝ :=
  c.sum fun k a => a * x (i - (k : ZMod N))

/-- One step of linear mixing for the equation `convolve c x = b`: the residual, multiplied
by the mixing parameter `α`, is added to the density. -/
def mix (c : ℤ →₀ ℝ) (α : ℝ) {N : ℕ} (b x : ZMod N → ℝ) (i : ZMod N) : ℝ :=
  x i + α * (b i - convolve c x i)

/-- Linear mixing converges, site by site, from every starting density to a solution of
`convolve c x = b`. -/
def Converges (c : ℤ →₀ ℝ) (α : ℝ) {N : ℕ} (b : ZMod N → ℝ) : Prop :=
  ∀ x₀ : ZMod N → ℝ, ∃ x, convolve c x = b ∧
    Tendsto (fun n => (mix c α b)^[n] x₀) atTop (𝓝 x)

/-- The map that wraps the ring of `m * N` sites around the ring of `N` sites. -/
def fold (m N : ℕ) : ZMod (m * N) →+* ZMod N :=
  ZMod.castHom (dvd_mul_left N m) (ZMod N)

/-- Convolving a periodically repeated density gives the periodic repetition of the
convolved density. -/
theorem convolve_fold (c : ℤ →₀ ℝ) (m N : ℕ) (x : ZMod N → ℝ) :
    convolve c (x ∘ fold m N) = convolve c x ∘ fold m N := by
  funext i
  simp only [convolve, Function.comp_apply, map_sub, map_intCast]

/-- With a periodically repeated source and start, every mixing iterate on the large ring is
the periodic repetition of the iterate on the small ring. -/
theorem iterate_fold (c : ℤ →₀ ℝ) (α : ℝ) (m N : ℕ) (b x : ZMod N → ℝ) (n : ℕ) :
    (mix c α (b ∘ fold m N))^[n] (x ∘ fold m N) = ((mix c α b)^[n] x) ∘ fold m N := by
  induction n with
  | zero => rfl
  | succ n ih =>
    rw [Function.iterate_succ_apply', Function.iterate_succ_apply', ih]
    funext i
    simp only [mix, convolve_fold, Function.comp_apply]

/-- If linear mixing converges from every start on `m * N` sites for the periodically
repeated source, it converges from every start on `N` sites for the original source. -/
theorem converges_of_larger_ring (c : ℤ →₀ ℝ) (α : ℝ) (m N : ℕ) (b : ZMod N → ℝ)
    (h : Converges c α (b ∘ fold m N)) : Converges c α b := by
  intro x₀
  obtain ⟨y, hy, hlim⟩ := h (x₀ ∘ fold m N)
  simp only [iterate_fold] at hlim
  -- choose one site of the large ring above each site of the small ring
  have hsurj : ∀ i : ZMod N, ∃ j, fold m N j = i := by
    intro i
    obtain ⟨k, rfl⟩ := ZMod.intCast_surjective i
    exact ⟨(k : ZMod (m * N)), map_intCast _ k⟩
  choose s hs using hsurj
  have hx : Tendsto (fun n => (mix c α b)^[n] x₀) atTop (𝓝 (y ∘ s)) := by
    rw [tendsto_pi_nhds]
    intro i
    have hi := (tendsto_pi_nhds.mp hlim) (s i)
    simpa only [Function.comp_apply, hs] using hi
  -- the limit on the large ring is itself periodic
  have hxy : y = (y ∘ s) ∘ fold m N :=
    tendsto_nhds_unique hlim
      (tendsto_pi_nhds.mpr fun j => (tendsto_pi_nhds.mp hx) (fold m N j))
  refine ⟨y ∘ s, ?_, hx⟩
  have h1 : convolve c ((y ∘ s) ∘ fold m N) = b ∘ fold m N := by
    rw [← hxy]
    exact hy
  rw [convolve_fold] at h1
  funext i
  simpa only [Function.comp_apply, hs] using congrFun h1 (s i)

/-- If two starts differ by an eigenmode of the convolution with eigenvalue `l`, the iterates
after `n` steps differ by that mode times `(1 - α * l) ^ n`. -/
theorem iterate_add_mode (c : ℤ →₀ ℝ) (α : ℝ) {N : ℕ} (b : ZMod N → ℝ) {v : ZMod N → ℝ}
    {l : ℝ} (hv : ∀ i, convolve c v i = l * v i) (x : ZMod N → ℝ) (n : ℕ) :
    (mix c α b)^[n] (fun i => x i + v i) =
      fun i => (mix c α b)^[n] x i + (1 - α * l) ^ n * v i := by
  have hlin : ∀ (y : ZMod N → ℝ) (t : ℝ) (i : ZMod N),
      convolve c (fun j => y j + t * v j) i = convolve c y i + t * convolve c v i := by
    intro y t i
    simp only [convolve, Finsupp.sum, Finset.mul_sum, ← Finset.sum_add_distrib]
    refine Finset.sum_congr rfl fun k _ => ?_
    ring
  induction n with
  | zero => simp
  | succ n ih =>
    rw [Function.iterate_succ_apply', Function.iterate_succ_apply', ih]
    funext i
    simp only [mix, hlin, hv, pow_succ]
    ring

/-- If linear mixing converges from every start, each eigenvalue `l` of the convolution that
has a nonzero real eigenmode satisfies `0 ≤ α * l < 2`. -/
theorem mixing_bound (c : ℤ →₀ ℝ) (α : ℝ) {N : ℕ} (b : ZMod N → ℝ) {v : ZMod N → ℝ} {l : ℝ}
    (h : Converges c α b) (hv : ∀ i, convolve c v i = l * v i) (hv0 : v ≠ 0) :
    0 ≤ α * l ∧ α * l < 2 := by
  obtain ⟨i, hi⟩ := Function.ne_iff.mp hv0
  obtain ⟨y, _, hy⟩ := h 0
  obtain ⟨z, _, hz⟩ := h (fun j => (0 : ZMod N → ℝ) j + v j)
  have key := fun n => iterate_add_mode c α b hv 0 n
  simp only [key] at hz
  have hd : Tendsto (fun n : ℕ => (1 - α * l) ^ n * v i) atTop (𝓝 (z i - y i)) := by
    have hsub := (tendsto_pi_nhds.mp hz i).sub (tendsto_pi_nhds.mp hy i)
    simpa only [add_sub_cancel_left] using hsub
  -- successive differences of a convergent sequence tend to zero
  have h0 : Tendsto (fun n : ℕ => |(1 - α * l) ^ n| * |α * l * v i|) atTop (𝓝 0) := by
    have hs := (hd.sub (hd.comp (tendsto_add_atTop_nat 1))).abs
    rw [sub_self, abs_zero] at hs
    refine hs.congr fun n => ?_
    simp only [Function.comp_apply]
    rw [← abs_mul]
    congr 1
    ring
  by_contra hcon
  have hne : α * l ≠ 0 := by
    intro h
    apply hcon
    rw [h]
    norm_num
  have hr : 1 ≤ |1 - α * l| := by
    by_contra hlt
    have hab := abs_lt.mp (not_le.mp hlt)
    exact hcon ⟨by linarith [hab.2], by linarith [hab.1]⟩
  have hpos : 0 < |α * l * v i| := abs_pos.mpr (mul_ne_zero hne hi)
  have hle : |α * l * v i| ≤ 0 := ge_of_tendsto' h0 fun n => by
    rw [abs_pow]
    exact le_mul_of_one_le_left hpos.le (one_le_pow₀ hr)
  linarith

/-- The nearest-neighbour kernel with `c 0 = 2` and `c 1 = c (-1) = -1/2`. -/
def kernel : ℤ →₀ ℝ :=
  Finsupp.single 0 2 + Finsupp.single 1 (-1 / 2) + Finsupp.single (-1) (-1 / 2)

/-- The nearest-neighbour kernel takes twice the density at a site minus half the sum of the
densities at its two neighbours. -/
theorem convolve_kernel {N : ℕ} (x : ZMod N → ℝ) (i : ZMod N) :
    convolve kernel x i = 2 * x i - (x (i - 1) + x (i + 1)) / 2 := by
  have hadd : ∀ f g : ℤ →₀ ℝ, convolve (f + g) x i = convolve f x i + convolve g x i :=
    fun f g => Finsupp.sum_add_index' (fun _ => zero_mul _) (fun _ _ _ => add_mul _ _ _)
  have hs : ∀ (k : ℤ) (a : ℝ),
      convolve (Finsupp.single k a) x i = a * x (i - (k : ZMod N)) :=
    fun k a => Finsupp.sum_single_index (zero_mul _)
  rw [kernel, hadd, hadd, hs, hs, hs]
  simp only [Int.cast_zero, Int.cast_one, Int.cast_neg, sub_zero, sub_neg_eq_add]
  ring

/-- For the nearest-neighbour kernel and `α = 7/10`, linear mixing on three sites converges
from every start for every source. -/
theorem three_sites_converge (b : ZMod 3 → ℝ) : Converges kernel (7 / 10) b := by
  have hC : ∀ (x : ZMod 3 → ℝ) (i : ZMod 3),
      convolve kernel x i = 5 / 2 * x i - (x 0 + x 1 + x 2) / 2 := by
    intro x i
    rw [convolve_kernel]
    have hcases : ∀ j : ZMod 3, j = 0 ∨ j = 1 ∨ j = 2 := by decide
    rcases hcases i with rfl | rfl | rfl
    · rw [show (0 : ZMod 3) - 1 = 2 by decide, show (0 : ZMod 3) + 1 = 1 by decide]
      ring
    · rw [show (1 : ZMod 3) - 1 = 0 by decide, show (1 : ZMod 3) + 1 = 2 by decide]
      ring
    · rw [show (2 : ZMod 3) - 1 = 1 by decide, show (2 : ZMod 3) + 1 = 0 by decide]
      ring
  intro x₀
  -- closed form: each step multiplies the uniform error by 3/10 and the rest by -3/4
  have key : ∀ (n : ℕ) (i : ZMod 3), (mix kernel (7 / 10) b)^[n] x₀ i =
      (2 / 5 * b i + 1 / 5 * (b 0 + b 1 + b 2)) +
      (-3 / 4 : ℝ) ^ n * (x₀ i - (2 / 5 * b i + 1 / 5 * (b 0 + b 1 + b 2)) -
        (x₀ 0 + x₀ 1 + x₀ 2 - (b 0 + b 1 + b 2)) / 3) +
      (3 / 10 : ℝ) ^ n * ((x₀ 0 + x₀ 1 + x₀ 2 - (b 0 + b 1 + b 2)) / 3) := by
    intro n
    induction n with
    | zero =>
      intro i
      simp only [Function.iterate_zero, id_eq, pow_zero]
      ring
    | succ n ih =>
      intro i
      rw [Function.iterate_succ_apply']
      simp only [mix, hC, ih, pow_succ]
      ring
  refine ⟨fun i => 2 / 5 * b i + 1 / 5 * (b 0 + b 1 + b 2), ?_, ?_⟩
  · funext i
    rw [hC]
    ring
  · rw [tendsto_pi_nhds]
    intro i
    simp only [key]
    have h1 : Tendsto (fun n : ℕ => (-3 / 4 : ℝ) ^ n) atTop (𝓝 0) :=
      tendsto_pow_atTop_nhds_zero_of_abs_lt_one (by rw [abs_lt]; constructor <;> norm_num)
    have h2 : Tendsto (fun n : ℕ => (3 / 10 : ℝ) ^ n) atTop (𝓝 0) :=
      tendsto_pow_atTop_nhds_zero_of_abs_lt_one (by rw [abs_lt]; constructor <;> norm_num)
    have h3 := ((h1.mul_const (x₀ i - (2 / 5 * b i + 1 / 5 * (b 0 + b 1 + b 2)) -
        (x₀ 0 + x₀ 1 + x₀ 2 - (b 0 + b 1 + b 2)) / 3)).const_add
        (2 / 5 * b i + 1 / 5 * (b 0 + b 1 + b 2))).add
        (h2.mul_const ((x₀ 0 + x₀ 1 + x₀ 2 - (b 0 + b 1 + b 2)) / 3))
    simpa only [zero_mul, add_zero] using h3

/-- For the nearest-neighbour kernel and `α = 7/10`, there is no source on six sites for which
linear mixing converges from every start. -/
theorem six_sites_fail (b : ZMod 6 → ℝ) : ¬ Converges kernel (7 / 10) b := by
  intro h
  have hpar : ∀ i : ZMod 6, ((i - 1).val % 2 = 0 ↔ ¬ i.val % 2 = 0) ∧
      ((i + 1).val % 2 = 0 ↔ ¬ i.val % 2 = 0) := by decide
  -- the alternating density is an eigenmode with eigenvalue 3
  have hv : ∀ i : ZMod 6, convolve kernel
      (fun j : ZMod 6 => if j.val % 2 = 0 then (1 : ℝ) else -1) i =
      3 * (fun j : ZMod 6 => if j.val % 2 = 0 then (1 : ℝ) else -1) i := by
    intro i
    rw [convolve_kernel]
    obtain ⟨h1, h2⟩ := hpar i
    by_cases hi : i.val % 2 = 0
    · have e1 : ¬ (i - 1).val % 2 = 0 := fun hh => h1.mp hh hi
      have e2 : ¬ (i + 1).val % 2 = 0 := fun hh => h2.mp hh hi
      beta_reduce
      rw [if_pos hi, if_neg e1, if_neg e2]
      norm_num
    · beta_reduce
      rw [if_neg hi, if_pos (h1.mpr hi), if_pos (h2.mpr hi)]
      norm_num
  have hv0 : (fun j : ZMod 6 => if j.val % 2 = 0 then (1 : ℝ) else -1) ≠ 0 := by
    intro h0
    have h00 := congrFun h0 0
    simp at h00
  have hb := (mixing_bound kernel (7 / 10) b h hv hv0).2
  norm_num at hb

end

end LinearMixingOnRings
```

```lean
#print axioms LinearMixingOnRings.converges_of_larger_ring
#print axioms LinearMixingOnRings.three_sites_converge
#print axioms LinearMixingOnRings.six_sites_fail
```

```
'LinearMixingOnRings.converges_of_larger_ring' depends on axioms: [propext, Classical.choice, Quot.sound]
'LinearMixingOnRings.three_sites_converge' depends on axioms: [propext, Classical.choice, Quot.sound]
'LinearMixingOnRings.six_sites_fail' depends on axioms: [propext, Classical.choice, Quot.sound]
```

## A linearised self-consistency loop on a ring

Let $x_i$ be the density on site $i$ of a ring of $N$ sites, measured from a reference density, so that it may have either sign. Near a fixed point, a self-consistency map that returns $b+Jx$ for the input $x$ leads to the equation $Cx=b$ with $C=1-J$. Translation symmetry and a finite range make $C$ a convolution,

$$(Cx)_i=\sum_k c(k)\,x_{i-k},$$

where $-c(k)$ is the contribution to the residual $b-Cx$ at site $i$ per unit of density at site $i-k$, and site indices are taken modulo $N$. If several $k$ lead to the same site, their contributions add. This is `convolve`; the type `ℤ →₀ ℝ` says that $c$ is real and nonzero at finitely many integers only. It need not be even.

One step, `mix`, replaces $x$ by $x+\alpha(b-Cx)$. `Converges c α b` says that, for this source $b$, the iterates from every start tend site by site to some solution of $Cx=b$. The solution may depend on the start.

The map `fold m N`, written $\pi$ here, reduces a site number modulo $N$, so for $m,N\ge1$ `b ∘ fold m N` is the source $b$ repeated $m$ times. The theorem `converges_of_larger_ring` takes convergence for this repeated source and concludes convergence for $b$ on $N$ sites. The value $N=0$ stands for the infinite chain, and $m=0$ makes the larger system that chain. This case has little content: starts on the chain may grow exponentially, and by the bound below convergence from every start then fails whenever $\alpha\ne0$ and $c(k)\ne0$ for some $k\ne0$.

The same $c$ is used for both sizes: the cell changes which sites are identified with each other, but not the kernel itself. Nonlinear self-consistency and mixing schemes that use earlier iterates lie beyond this model.

## From the large ring to the small one

Reduction modulo $N$ respects subtraction, so

$$(C(x\circ\pi))_j=\sum_k c(k)\,x_{\pi(j)-k}=(Cx)_{\pi(j)}.$$

This is `convolve_fold`. A mixing step therefore takes a repeated density to a repeated density, and induction on the number of steps gives `iterate_fold`: if $x^{(n)}$ are the iterates on the small ring, those on the large ring from the repeated start are $x^{(n)}\circ\pi$.

By hypothesis these tend to some $y$ with $Cy=b\circ\pi$. Choose for each small-ring site $i$ a site $s(i)$ above it, so that $\pi(s(i))=i$. Then $x^{(n)}_i\to y_{s(i)}$. Call this limit $x_i$. At any large-ring site $j$, the iterates tend both to $y_j$ and to $x_{\pi(j)}$, so $y=x\circ\pi$ because limits are unique (`hxy` in the code). Hence $(Cx)\circ\pi=b\circ\pi$, and evaluation at $s(i)$ gives $(Cx)_i=b_i$.

## A bound from each real eigenmode

Suppose $Cv=\lambda v$ with $v$ real and nonzero; the code writes `l` for $\lambda$. One step multiplies a difference $tv$ between two runs by $1-\alpha\lambda$, since the source cancels. After $n$ steps, runs whose starts differ by $v$ differ by $(1-\alpha\lambda)^n v$, which is `iterate_add_mode`.

If both runs converge, this difference converges too, and its successive changes must tend to zero. At a site with $v_i\neq0$,

$$|1-\alpha\lambda|^n\,|\alpha\lambda v_i|\to0.$$

If $\alpha\lambda\ne0$ and $|1-\alpha\lambda|\ge1$, the left side never falls below the positive number $|\alpha\lambda v_i|$, a contradiction. So $0\le\alpha\lambda<2$, as `mixing_bound` states. The bound is necessary for convergence; the theorem does not call it sufficient.

## Three sites converge, six do not

Take $c(0)=2$, $c(\pm1)=-\tfrac12$ and $\alpha=\tfrac7{10}$. In terms of $J=1-C$, a unit of density added to a site of the input lowers the output there by one unit and raises it by half a unit at each neighbour. By `convolve_kernel`, $(Cx)_i=2x_i-\tfrac12(x_{i-1}+x_{i+1})$.

On three sites the two neighbours are all the other sites. With $S=x_0+x_1+x_2$ this gives

$$(Cx)_i=\tfrac52x_i-\tfrac12S.$$

Let $B=b_0+b_1+b_2$. Summing $Cx=b$ over the sites gives $S=B$, so the solution is $x^*_i=\tfrac25b_i+\tfrac15B$. A uniform error has $\lambda=1$ and an error of zero sum has $\lambda=\tfrac52$, with factors $\tfrac3{10}$ and $-\tfrac34$ per step. If $e$ is the initial error and $\bar e$ its mean, then

$$x^{(n)}_i=x^*_i+\left(-\tfrac34\right)^n(e_i-\bar e)+\left(\tfrac3{10}\right)^n\bar e\;\longrightarrow\;x^*_i.$$

In `three_sites_converge`, `hC` is the formula for $C$, checked site by site, and `key` is this closed form, proved by induction.

For $b=(1,0,0)$ and a zero start, the first step gives $(0.7,0,0)$. Its residual is $(-0.4,0.35,0.35)$, so the second step gives $(0.42,0.245,0.245)$. The limit is $(0.6,0.2,0.2)$.

On six sites the alternating density $v_j=(-1)^j$ fits the ring. Both neighbours carry the opposite sign, so $Cv=3v$ and $\alpha\lambda=\tfrac{21}{10}$, which breaks the bound. `six_sites_fail` checks the parities by `decide` and applies `mixing_bound`; no source on six sites gives convergence from every start. With the source above repeated twice, the zero start still converges, because its iterates repeat those on three sites. An alternating admixture in the start is multiplied by $-1.1$ at each step and grows about elevenfold in 25 steps.

## A larger ring that is not a multiple

It is not enough that the converging ring is the larger one. With the same kernel and $\alpha$, three sites converge for every source. On two sites both neighbours of a site are the other site, so $(Cx)_i=2x_i-x_{i+1}$, and the density $(1,-1)$ has $\lambda=3$. By the same bound, no source on two sites gives convergence from every start. The alternating density has no repetition on three sites, so the larger ring never meets the mode that diverges on the smaller one.
